# Hilbert–Schmidt orthogonal splitting of a bipartite operator into scalar, local and interaction parts

Let \(m\) and \(n\) be finite nonempty sets of basis labels, of sizes \(d_1\) and \(d_2\), and let \(M\) be any complex matrix with rows and columns labelled by pairs \((i,k)\in m\times n\). Write \(\mathrm{Tr}_2\) and \(\mathrm{Tr}_1\) for the partial traces over the second and the first factor. There is exactly one quadruple of a number \(c\), a matrix \(A\) on \(m\), a matrix \(B\) on \(n\) and a matrix \(V\) on \(m\times n\) with
\[ M=c\,1+A\otimes 1+1\otimes B+V,\qquad \mathrm{Tr}A=\mathrm{Tr}B=0,\qquad \mathrm{Tr}_2V=0,\quad \mathrm{Tr}_1V=0 . \]
The four terms are pairwise orthogonal in \(\langle X,Y\rangle=\mathrm{Tr}(X^\dagger Y)\), and
\[ \langle M,M\rangle=d_1d_2|c|^2+d_2\langle A,A\rangle+d_1\langle B,B\rangle+\langle V,V\rangle . \]
For the Hamiltonian of two distinguishable finite-level systems, such as two spins, this separates an energy offset, two one-body terms and an interaction.

## A finite product basis

The state space is \(\mathbb C^{d_1}\otimes\mathbb C^{d_2}\) in an orthonormal product basis, with \(i,j\in m\) and \(k,l\in n\). The Kronecker product `⊗ₖ` has entries \((A\otimes B)_{(i,k),(j,l)}=A_{ij}B_{kl}\), and \(d_1,d_2\) are `Fintype.card m`, `Fintype.card n`.

In Lean 4 with Mathlib:

```lean
import Mathlib

open Matrix
open scoped Kronecker

namespace BipartiteOperatorDecomposition

noncomputable section

variable {m n : Type*} [Fintype m] [Fintype n] [DecidableEq m] [DecidableEq n]
```

`ptrRight` is \(\mathrm{Tr}_2\), with \((\mathrm{Tr}_2M)_{ij}=\sum_k M_{(i,k),(j,k)}\), and `ptrLeft` is \(\mathrm{Tr}_1\), with \((\mathrm{Tr}_1M)_{kl}=\sum_i M_{(i,k),(i,l)}\). The names refer to the factor removed.

```lean
/-- Partial trace over the second factor. -/
def ptrRight (M : Matrix (m × n) (m × n) ℂ) : Matrix m m ℂ :=
  Matrix.of fun i j => ∑ k, M (i, k) (j, k)

/-- Partial trace over the first factor. -/
def ptrLeft (M : Matrix (m × n) (m × n) ℂ) : Matrix n n ℂ :=
  Matrix.of fun k l => ∑ i, M (i, k) (i, l)
```

`hs` is antilinear in its first argument and is not divided by the dimension, which is where the weights \(d_1,d_2\) in the norm formula come from.

```lean
/-- Hilbert-Schmidt inner product `Tr (Xᴴ Y)`. -/
def hs {ι : Type*} [Fintype ι] (X Y : Matrix ι ι ℂ) : ℂ := trace (Xᴴ * Y)
```

`IsDecomp M c A B V` is the displayed equation together with its four conditions.

```lean
/-- `M = c 1 + A ⊗ 1 + 1 ⊗ B + V` with `A`, `B` traceless and both partial traces of `V` zero. -/
def IsDecomp (M : Matrix (m × n) (m × n) ℂ) (c : ℂ) (A : Matrix m m ℂ) (B : Matrix n n ℂ)
    (V : Matrix (m × n) (m × n) ℂ) : Prop :=
  M = c • (1 : Matrix (m × n) (m × n) ℂ) + A ⊗ₖ (1 : Matrix n n ℂ) + (1 : Matrix m m ℂ) ⊗ₖ B + V
    ∧ trace A = 0 ∧ trace B = 0 ∧ ptrRight V = 0 ∧ ptrLeft V = 0
```

Three identities need the finite product basis and nothing else. First, \(\mathrm{Tr}\,\mathrm{Tr}_2M=\sum_i\sum_k M_{(i,k),(i,k)}=\mathrm{Tr}M\), and likewise for \(\mathrm{Tr}_1\) with the sums exchanged, which is `Finset.sum_comm`.

```lean
omit [DecidableEq m] [DecidableEq n] in
/-- Both partial traces have the same trace as the full operator. -/
theorem trace_ptr (M : Matrix (m × n) (m × n) ℂ) :
    trace (ptrRight M) = trace M ∧ trace (ptrLeft M) = trace M := by
  constructor
  · simp only [ptrRight, trace, diag_apply, of_apply, Fintype.sum_prod_type]
  · simp only [ptrLeft, trace, diag_apply, of_apply, Fintype.sum_prod_type]
    exact Finset.sum_comm
```

Second, term by term: \((\mathrm{Tr}_2 1)_{ij}=d_2\delta_{ij}\), \((\mathrm{Tr}_2(A\otimes1))_{ij}=\sum_kA_{ij}\delta_{kk}=d_2A_{ij}\), and \((\mathrm{Tr}_2(1\otimes B))_{ij}=\delta_{ij}\sum_kB_{kk}\). Hence
\[ \mathrm{Tr}_2(c1+A\otimes1+1\otimes B+V)=(c\,d_2+\mathrm{Tr}B)\,1+d_2A+\mathrm{Tr}_2V, \tag{1}\]
and the mirror formula holds with \(d_1\), \(\mathrm{Tr}A\), \(B\), \(\mathrm{Tr}_1V\). The proof goes entrywise, and `by_cases h : i = j` evaluates the deltas.

```lean
/-- The two partial traces of `c 1 + A ⊗ 1 + 1 ⊗ B + V`, term by term. -/
theorem ptr_sum (c : ℂ) (A : Matrix m m ℂ) (B : Matrix n n ℂ) (V : Matrix (m × n) (m × n) ℂ) :
    ptrRight (c • 1 + A ⊗ₖ (1 : Matrix n n ℂ) + (1 : Matrix m m ℂ) ⊗ₖ B + V)
      = (c * Fintype.card n + trace B) • 1 + (Fintype.card n : ℂ) • A + ptrRight V ∧
    ptrLeft (c • 1 + A ⊗ₖ (1 : Matrix n n ℂ) + (1 : Matrix m m ℂ) ⊗ₖ B + V)
      = (c * Fintype.card m + trace A) • 1 + (Fintype.card m : ℂ) • B + ptrLeft V := by
  constructor
  · ext i j
    by_cases h : i = j <;>
      simp [ptrRight, trace, one_apply, h, Finset.sum_add_distrib, kroneckerMap_apply]
    ring
  · ext i j
    by_cases h : i = j <;>
      simp [ptrLeft, trace, one_apply, h, Finset.sum_add_distrib, kroneckerMap_apply]
    ring
```

Third, the partial trace is the adjoint of \(A\mapsto A\otimes1\):
\[ \langle A\otimes1,V\rangle=\sum_{i,k,j,l}\overline{A_{ji}}\,\delta_{lk}V_{(j,l),(i,k)}=\sum_{i,j}\overline{A_{ji}}\sum_kV_{(j,k),(i,k)}=\langle A,\mathrm{Tr}_2V\rangle, \tag{2}\]
and in the same way \(\langle 1\otimes B,V\rangle=\langle B,\mathrm{Tr}_1V\rangle\). `Finset.sum_eq_single k` is the collapse of the sum over \(l\) by the delta.

```lean
/-- The partial traces are the Hilbert-Schmidt adjoints of `A ↦ A ⊗ 1` and `B ↦ 1 ⊗ B`. -/
theorem hs_kronecker_one (A : Matrix m m ℂ) (B : Matrix n n ℂ) (V : Matrix (m × n) (m × n) ℂ) :
    hs (A ⊗ₖ (1 : Matrix n n ℂ)) V = hs A (ptrRight V) ∧
    hs ((1 : Matrix m m ℂ) ⊗ₖ B) V = hs B (ptrLeft V) := by
  constructor
  · simp only [hs, ptrRight, trace, diag_apply, mul_apply, conjTranspose_apply, of_apply,
      Fintype.sum_prod_type, kroneckerMap_apply, Finset.mul_sum]
    refine Finset.sum_congr rfl fun i _ => ?_
    rw [Finset.sum_comm]
    refine Finset.sum_congr rfl fun j _ => Finset.sum_congr rfl fun k _ => ?_
    rw [Finset.sum_eq_single k]
    · simp
    · intro l _ hl
      simp [one_apply, hl]
    · simp
  · simp only [hs, ptrLeft, trace, diag_apply, mul_apply, conjTranspose_apply, of_apply,
      Fintype.sum_prod_type, kroneckerMap_apply, Finset.mul_sum]
    rw [Finset.sum_comm]
    refine Finset.sum_congr rfl fun k _ => ?_
    refine Eq.trans (Finset.sum_congr rfl fun i _ => ?_) Finset.sum_comm
    rw [Finset.sum_eq_single i]
    · simp
    · intro l _ hl
      simp [one_apply, hl]
    · simp
```

Infinite dimension is not covered: the identity has no finite trace there, and (1) loses its meaning. Identical particles, whose states fill only the symmetric or antisymmetric subspace, are not modelled either.

## The four trace conditions fix the parts

For a Hamiltonian, \(\mathrm{Tr}A=\mathrm{Tr}B=0\) says that the eigenvalues of each one-body term average to zero. These need not be the levels of the isolated subsystem, because \(A\) and \(B\) also contain the uniform average of any coupling. \(\mathrm{Tr}_2V=0\) says that \(V\), averaged uniformly over the states of the second subsystem, exerts no field on the first, and \(\mathrm{Tr}_1V=0\) says the converse.

By hand, \(\mathrm{Tr}B=0\) and \(\mathrm{Tr}_2V=0\) reduce (1) to \(\mathrm{Tr}_2M=c\,d_2 1+d_2A\). Its trace, with \(\mathrm{Tr}A=0\), is \(\mathrm{Tr}M=c\,d_1d_2\). The mirror formula, with \(\mathrm{Tr}A=0\) and \(\mathrm{Tr}_1V=0\), reads \(\mathrm{Tr}_1M=c\,d_11+d_1B\). Division gives
\[ c=\frac{\mathrm{Tr}M}{d_1d_2},\qquad A=\frac{\mathrm{Tr}_2M}{d_2}-c1,\qquad B=\frac{\mathrm{Tr}_1M}{d_1}-c1. \tag{3}\]
In `parts_eq`, `h1` is (1) after rewriting with `hB` and `hR`, `h2` is its mirror after `hA` and `hL`, and `hA` enters once more in the trace of `h1`.

```lean
/-- For nonempty factors the parts of a decomposition are fixed by `M`: `c` by its trace,
`A` and `B` by its partial traces. -/
theorem parts_eq [Nonempty m] [Nonempty n] {M V : Matrix (m × n) (m × n) ℂ} {c : ℂ}
    {A : Matrix m m ℂ} {B : Matrix n n ℂ} (h : IsDecomp M c A B V) :
    c = trace M / (Fintype.card m * Fintype.card n) ∧
    A = (Fintype.card n : ℂ)⁻¹ • ptrRight M - c • 1 ∧
    B = (Fintype.card m : ℂ)⁻¹ • ptrLeft M - c • 1 := by
  obtain ⟨hM, hA, hB, hR, hL⟩ := h
  have hm : (Fintype.card m : ℂ) ≠ 0 := Nat.cast_ne_zero.mpr Fintype.card_ne_zero
  have hn : (Fintype.card n : ℂ) ≠ 0 := Nat.cast_ne_zero.mpr Fintype.card_ne_zero
  obtain ⟨h1, h2⟩ := ptr_sum c A B V
  rw [← hM, hB, hR, add_zero, add_zero] at h1
  rw [← hM, hA, hL, add_zero, add_zero] at h2
  refine ⟨?_, ?_, ?_⟩
  · rw [← (trace_ptr M).1, h1, trace_add, trace_smul, trace_smul, hA, trace_one,
      eq_div_iff (mul_ne_zero hm hn)]
    simp only [smul_eq_mul]
    ring
  · rw [h1, smul_add, smul_smul, smul_smul, inv_mul_cancel₀ hn, mul_comm c,
      inv_mul_cancel_left₀ hn, one_smul]
    abel
  · rw [h2, smul_add, smul_smul, smul_smul, inv_mul_cancel₀ hm, mul_comm c,
      inv_mul_cancel_left₀ hm, one_smul]
    abel
```

Without \(\mathrm{Tr}A=0\), a number \(t\) can be moved between terms, \(c\to c-t\), \(A\to A+t1\), already at \(d_1=d_2=1\). Without \(\mathrm{Tr}_2V=0\), take \(d_1=2\) and \(M=0\): besides the zero quadruple there is \(c=0\), \(A=\sigma_z\), \(B=0\), \(V=-\sigma_z\otimes1\), with \(\sigma_z=\mathrm{diag}(1,-1)\). It keeps \(\mathrm{Tr}_1V=-(\mathrm{Tr}\,\sigma_z)1=0\), and orthogonality fails too, since \(\langle A\otimes1,V\rangle=-2d_2\).

## Nonempty factors

`[Nonempty m]` and `[Nonempty n]` say that each subsystem has at least one state. They enter only through `hm` and `hn`, the statements \(d_1\ne0\) and \(d_2\neq0\) that allow the divisions in (3).

For existence, define \(c,A,B\) by (3) and let \(V\) be the remainder. Then \(\mathrm{Tr}A=\mathrm{Tr}M/d_2-c\,d_1=0\) and \(\mathrm{Tr}B=\mathrm{Tr}M/d_1-c\,d_2=0\); these are `tA` and `tB`, where `field_simp` clears the denominators. Inserting \(d_2A=\mathrm{Tr}_2M-c\,d_21\) in (1) gives
\[ \mathrm{Tr}_2M=c\,d_21+(\mathrm{Tr}_2M-c\,d_21)+\mathrm{Tr}_2V, \]
so \(\mathrm{Tr}_2V=0\), and the mirror formula gives \(\mathrm{Tr}_1V=0\). The two `linear_combination` lines perform these cancellations.

```lean
/-- For nonempty factors every operator has a decomposition. -/
theorem exists_decomp [Nonempty m] [Nonempty n] (M : Matrix (m × n) (m × n) ℂ) :
    ∃ c A B V, IsDecomp M c A B V := by
  have hm : (Fintype.card m : ℂ) ≠ 0 := Nat.cast_ne_zero.mpr Fintype.card_ne_zero
  have hn : (Fintype.card n : ℂ) ≠ 0 := Nat.cast_ne_zero.mpr Fintype.card_ne_zero
  obtain ⟨c, hc⟩ : ∃ c : ℂ, c = trace M / (Fintype.card m * Fintype.card n) := ⟨_, rfl⟩
  obtain ⟨A, hA⟩ : ∃ A, A = (Fintype.card n : ℂ)⁻¹ • ptrRight M - c • 1 := ⟨_, rfl⟩
  obtain ⟨B, hB⟩ : ∃ B, B = (Fintype.card m : ℂ)⁻¹ • ptrLeft M - c • 1 := ⟨_, rfl⟩
  obtain ⟨V, hV⟩ : ∃ V, M = c • (1 : Matrix (m × n) (m × n) ℂ) + A ⊗ₖ (1 : Matrix n n ℂ)
      + (1 : Matrix m m ℂ) ⊗ₖ B + V := ⟨M - _, (add_sub_cancel _ _).symm⟩
  have tA : trace A = 0 := by
    rw [hA, trace_sub, trace_smul, trace_smul, (trace_ptr M).1, trace_one, hc]
    simp only [smul_eq_mul]
    field_simp
    ring
  have tB : trace B = 0 := by
    rw [hB, trace_sub, trace_smul, trace_smul, (trace_ptr M).2, trace_one, hc]
    simp only [smul_eq_mul]
    field_simp
    ring
  -- the local parts already exhaust the partial traces of `M`
  obtain ⟨h1, h2⟩ := ptr_sum c A B V
  rw [← hV, tB, hA, smul_sub, smul_smul, mul_inv_cancel₀ hn] at h1
  rw [← hV, tA, hB, smul_sub, smul_smul, mul_inv_cancel₀ hm] at h2
  refine ⟨c, A, B, V, hV, tA, tB, ?_, ?_⟩
  · linear_combination (norm := module) (-1 : ℂ) • h1
  · linear_combination (norm := module) (-1 : ℂ) • h2
```

`existsUnique_decomp` packs the quadruple into `p`, with `p.1` \(=c\), `p.2.1` \(=A\), `p.2.2.1` \(=B\), `p.2.2.2` \(=V\). Two decompositions of one \(M\) share \(c,A,B\) by `parts_eq`, and `add_left_cancel` removes the common local terms to leave `V' = V`.

```lean
/-- Operator decomposition on a bipartite space with nonempty factors: there is exactly one
quadruple `(c, A, B, V)` with `M = c 1 + A ⊗ 1 + 1 ⊗ B + V`, `A` and `B` traceless and both
partial traces of `V` zero. -/
theorem existsUnique_decomp [Nonempty m] [Nonempty n] (M : Matrix (m × n) (m × n) ℂ) :
    ∃! p : ℂ × Matrix m m ℂ × Matrix n n ℂ × Matrix (m × n) (m × n) ℂ,
      IsDecomp M p.1 p.2.1 p.2.2.1 p.2.2.2 := by
  obtain ⟨c, A, B, V, h⟩ := exists_decomp M
  refine ⟨(c, A, B, V), h, ?_⟩
  rintro ⟨c', A', B', V'⟩ (h' : IsDecomp M c' A' B' V')
  obtain ⟨h1, h2, h3⟩ := parts_eq h
  obtain ⟨k1, k2, k3⟩ := parts_eq h'
  obtain rfl : c' = c := k1.trans h1.symm
  obtain rfl : A' = A := k2.trans h2.symm
  obtain rfl : B' = B := k3.trans h3.symm
  obtain rfl : V' = V := add_left_cancel (h'.1.symm.trans h.1)
  rfl
```

If \(n\) is empty, \(m\times n\) carries a single matrix with no entries, every partial trace vanishes, and any \(c\) with any traceless \(A\) satisfies `IsDecomp`. A decomposition still exists, but it is not unique. At the smallest allowed size, \(d_1=d_2=1\), the conditions force \(A=B=V=0\) and \(c\) is the one entry of \(M\). At \(d_2=1\) they force \(B=0\) and \(V=0\), leaving the split of a matrix into a multiple of the identity and a traceless part.

## The same conditions remove the six overlaps

With \((A\otimes1)^\dagger(1\otimes B)=A^\dagger\otimes B\), \(\mathrm{Tr}(X\otimes Y)=\mathrm{Tr}X\,\mathrm{Tr}Y\) and (2),
\[ \langle c1,A\otimes1\rangle=\bar c\,d_2\mathrm{Tr}A,\quad \langle c1,1\otimes B\rangle=\bar c\,d_1\mathrm{Tr}B,\quad \langle c1,V\rangle=\bar c\,\mathrm{Tr}\,\mathrm{Tr}_2V, \]
\[ \langle A\otimes1,1\otimes B\rangle=\overline{\mathrm{Tr}A}\,\mathrm{Tr}B,\quad \langle A\otimes1,V\rangle=\langle A,\mathrm{Tr}_2V\rangle,\quad \langle1\otimes B,V\rangle=\langle B,\mathrm{Tr}_1V\rangle . \]
The six goals of `parts_orthogonal` come in this order and are closed by `hA`, `hB`, `hV`, `hB`, `hR`, `hL`, where `hV` is \(\mathrm{Tr}V=0\), obtained from `hR` through `trace_ptr`. Nothing is divided, so nonemptiness is not assumed here or in `hs_pythagoras`.

```lean
/-- The four parts `c 1`, `A ⊗ 1`, `1 ⊗ B`, `V` of a decomposition are pairwise
Hilbert-Schmidt orthogonal. -/
theorem parts_orthogonal {M V : Matrix (m × n) (m × n) ℂ} {c : ℂ}
    {A : Matrix m m ℂ} {B : Matrix n n ℂ} (h : IsDecomp M c A B V) :
    hs (c • 1) (A ⊗ₖ (1 : Matrix n n ℂ)) = 0 ∧ hs (c • 1) ((1 : Matrix m m ℂ) ⊗ₖ B) = 0 ∧
    hs (c • 1) V = 0 ∧ hs (A ⊗ₖ (1 : Matrix n n ℂ)) ((1 : Matrix m m ℂ) ⊗ₖ B) = 0 ∧
    hs (A ⊗ₖ (1 : Matrix n n ℂ)) V = 0 ∧ hs ((1 : Matrix m m ℂ) ⊗ₖ B) V = 0 := by
  obtain ⟨-, hA, hB, hR, hL⟩ := h
  have hV : trace V = 0 := by rw [← (trace_ptr V).1, hR, trace_zero]
  refine ⟨?_, ?_, ?_, ?_, ?_, ?_⟩
  · simp [hs, trace_kronecker, hA]
  · simp [hs, trace_kronecker, hB]
  · simp [hs, hV]
  · simp [hs, conjTranspose_kronecker, ← mul_kronecker_mul, trace_kronecker, hB]
  · rw [(hs_kronecker_one A B V).1, hR, hs, Matrix.mul_zero, trace_zero]
  · rw [(hs_kronecker_one A B V).2, hL, hs, Matrix.mul_zero, trace_zero]
```

Expanding \(\langle M,M\rangle\) gives sixteen terms. Six vanish as above and six are their conjugates, \(\langle Y,X\rangle=\overline{\langle X,Y\rangle}\), handled by `sym`. The diagonal ones are \(|c|^2\mathrm{Tr}1=d_1d_2|c|^2\), \(\mathrm{Tr}(A^\dagger A\otimes1)=d_2\langle A,A\rangle\), \(d_1\langle B,B\rangle\) and \(\langle V,V\rangle\). The identity is stated in \(\mathbb C\), with `star c * c` for \(|c|^2\).

```lean
/-- The squared Hilbert-Schmidt norm of `M` is
`d₁ d₂ |c|² + d₂ ‖A‖² + d₁ ‖B‖² + ‖V‖²`, with `d₁`, `d₂` the dimensions of the factors. -/
theorem hs_pythagoras {M V : Matrix (m × n) (m × n) ℂ} {c : ℂ}
    {A : Matrix m m ℂ} {B : Matrix n n ℂ} (h : IsDecomp M c A B V) :
    hs M M = Fintype.card m * Fintype.card n * (star c * c) + Fintype.card n * hs A A
      + Fintype.card m * hs B B + hs V V := by
  have sym : ∀ X Y : Matrix (m × n) (m × n) ℂ, hs X Y = 0 → hs Y X = 0 := by
    intro X Y hXY
    have : hs Y X = star (hs X Y) := by
      rw [hs, hs, ← trace_conjTranspose, conjTranspose_mul, conjTranspose_conjTranspose]
    rw [this, hXY, star_zero]
  have addL : ∀ X Y Z : Matrix (m × n) (m × n) ℂ, hs (X + Y) Z = hs X Z + hs Y Z := by
    intro X Y Z
    simp only [hs, conjTranspose_add, add_mul, trace_add]
  have addR : ∀ X Y Z : Matrix (m × n) (m × n) ℂ, hs Z (X + Y) = hs Z X + hs Z Y := by
    intro X Y Z
    simp only [hs, mul_add, trace_add]
  obtain ⟨h1, h2, h3, h4, h5, h6⟩ := parts_orthogonal h
  -- cross terms vanish, the diagonal terms carry the dimensions
  rw [h.1]
  simp only [addL, addR, h1, h2, h3, h4, h5, h6, sym _ _ h1, sym _ _ h2, sym _ _ h3,
    sym _ _ h4, sym _ _ h5, sym _ _ h6]
  simp [hs, conjTranspose_kronecker, ← mul_kronecker_mul, trace_kronecker]
  ring

end

end BipartiteOperatorDecomposition
```

```lean
#print axioms BipartiteOperatorDecomposition.existsUnique_decomp
#print axioms BipartiteOperatorDecomposition.parts_orthogonal
#print axioms BipartiteOperatorDecomposition.hs_pythagoras
```

```
'BipartiteOperatorDecomposition.existsUnique_decomp' depends on axioms: [propext, Classical.choice, Quot.sound]
'BipartiteOperatorDecomposition.parts_orthogonal' depends on axioms: [propext, Classical.choice, Quot.sound]
'BipartiteOperatorDecomposition.hs_pythagoras' depends on axioms: [propext, Classical.choice, Quot.sound]
```

## No Hermiticity, positivity or normalisation

\(M\) is arbitrary, so the theorems apply equally to Hamiltonians, density matrices and propagators. The counter-examples above and the remarks below were worked on paper and are not theorems of the file.

For a two-qubit density matrix with Pauli matrices \(\sigma_\mu\), Bloch vectors \(a,b\) and real coefficients \(T_{\mu\nu}=\mathrm{Tr}(\rho\,\sigma_\mu\otimes\sigma_\nu)\),
\[ \rho=\tfrac14\Big(1+a\cdot\sigma\otimes1+1\otimes b\cdot\sigma+\sum_{\mu,\nu}T_{\mu\nu}\,\sigma_\mu\otimes\sigma_\nu\Big). \]
Here \(c=\tfrac14\), \(A=a\cdot\sigma/4\), \(B=b\cdot\sigma/4\), and the norm formula becomes the purity \(\mathrm{Tr}\rho^2=\tfrac14(1+|a|^2+|b|^2+\sum T_{\mu\nu}^2)\). A product state has \(T_{\mu\nu}=a_\mu b_\nu\), so \(V\neq0\) does not signal correlation or entanglement of a state.

In NumPy, with its default row-major order and the pair \((i,k)\) stored at row \(i\,d_2+k\) counting from zero, `R = M.reshape(d1, d2, d1, d2)` holds \(M_{(i,k),(j,l)}\) at `R[i,k,j,l]`. Then `einsum('ikjk->ij', R)` is \(\mathrm{Tr}_2M\), `einsum('ikil->kl', R)` is \(\mathrm{Tr}_1M\), formula (3) gives \(c,A,B\), and subtraction gives \(V\).

Identity (2) also gives a best approximation. It makes \(V\) orthogonal to every sum of one-body operators \(L=X\otimes1+1\otimes Y\), with \(X\) and \(Y\) traceless or not. Since \(L_0=c1+A\otimes1+1\otimes B\) and \(L_0-L\) have this form, \(\langle M-L,M-L\rangle=\langle L_0-L,L_0-L\rangle+\langle V,V\rangle\). So \(L_0\) is the sum of one-body operators nearest to \(M\) in Hilbert–Schmidt norm, at squared distance \(\langle V,V\rangle\).
